# Neutral hydrogen potentials sum absolutely over the nonzero points of a simple cubic lattice, and bare 1/r potentials do not

In atomic units, an electron at distance r > 0 from a proton surrounded by its 1s electron cloud has the electrostatic potential energy

V(r) = −(1 + 1/r) e^(−2r).

The Coulomb tail has cancelled, and what remains decays exponentially. On the simple cubic lattice aℤ³ with any a > 0, the values of V at the nonzero points therefore have an absolutely convergent sum, whereas the values of 1/r have a divergent one.

Methods such as APW and LAPW need a crystal potential, and a superposition of atomic potentials is one way to start. For frozen, spherical hydrogen atoms and classical electrostatics alone, the result shows that the contributions of all the other atoms at a nucleus can be added in any order.

```lean
import Mathlib

open Filter Topology MeasureTheory

namespace NeutralHydrogenLattice

noncomputable section
```

## The potential of nucleus and cloud

The 1s orbital is e^(−s)/√π, so its radial density is

4πs² · e^(−2s)/π = 4s² e^(−2s).

A thin spherical shell of radius s acts at r as if its charge sat at the centre when s < r, and gives a constant potential, its charge divided by s, when s > r. Adding the attraction of the proton gives

V(r) = −1/r + (1/r) ∫₀^r 4s² e^(−2s) ds + ∫_r^∞ 4s e^(−2s) ds.

This expression is taken as the definition; the density and the shell argument are its physical input and are not derived from the Schrödinger or Poisson equation. In Lean, `Set.Ioi r` is the half line s > r.

```lean
/-- Electrostatic potential energy of an electron at radius `r > 0` from a neutral hydrogen atom, in
atomic units: the nucleus, the 1s cloud inside `r`, and the 1s cloud outside `r`. -/
def atomPotential (r : ℝ) : ℝ :=
  -1 / r + (1 / r) * (∫ s in (0 : ℝ)..r, 4 * s ^ 2 * Real.exp (-2 * s))
    + ∫ s in Set.Ioi r, 4 * s * Real.exp (-2 * s)
```

A lattice point is labelled by a triple of integers n = (x, y, z), whose entries are `n.1`, `n.2.1` and `n.2.2`. Its distance from the origin is

R(n) = √((ax)² + (ay)² + (az)²).

```lean
/-- Distance from the origin of the point `(a x, a y, a z)` of the simple cubic lattice. -/
def latticeRadius (a : ℝ) (n : ℤ × ℤ × ℤ) : ℝ :=
  Real.sqrt ((a * (n.1 : ℝ)) ^ 2 + (a * (n.2.1 : ℝ)) ^ 2 + (a * (n.2.2 : ℝ)) ^ 2)
```

## Charge inside and outside a sphere

The integrals to infinity need the boundary term there to vanish. For any constants p, q and c,

(p s² + q s + c) e^(−2s) → 0 as s → ∞.

With u = 2s, this is a combination of the limits uⁿ e^(−u) → 0 for n = 2, 1, 0, with coefficients p/4, q/2 and c.

```lean
/-- A quadratic polynomial times `e^(-2s)` vanishes at infinity. -/
theorem tendsto_quadratic_mul_exp (p q c : ℝ) :
    Tendsto (fun s : ℝ => (p * s ^ 2 + q * s + c) * Real.exp (-2 * s)) atTop (𝓝 0) := by
  have h (n : ℕ) : Tendsto (fun s : ℝ => (2 * s) ^ n * Real.exp (-(2 * s))) atTop (𝓝 0) :=
    (Real.tendsto_pow_mul_exp_neg_atTop_nhds_zero n).comp
      (tendsto_id.const_mul_atTop (two_pos : (0 : ℝ) < 2))
  have h3 := (((h 2).const_mul (p / 4)).add ((h 1).const_mul (q / 2))).add ((h 0).const_mul c)
  simp only [mul_zero, add_zero] at h3
  refine h3.congr fun s => ?_
  rw [show -2 * s = -(2 * s) by ring]
  ring
```

The radial density has an explicit antiderivative. By the product rule,

d/ds [−(2s² + 2s + 1) e^(−2s)] = [−(4s + 2) + 2(2s² + 2s + 1)] e^(−2s) = 4s² e^(−2s).

The Lean proof assembles the same derivative from the polynomial and exponential factors, and `ring` confirms the algebra. The polynomial is written there as 2s(s + 1) + 1.

```lean
/-- An antiderivative of the radial density `4 s² e^(-2s)` of the 1s cloud. -/
theorem hasDerivAt_charge (s : ℝ) :
    HasDerivAt (fun s : ℝ => -(2 * s * (s + 1) + 1) * Real.exp (-2 * s))
      (4 * s ^ 2 * Real.exp (-2 * s)) s := by
  have he := ((hasDerivAt_id' s).const_mul (-2 : ℝ)).exp
  have hp := ((((hasDerivAt_id' s).const_mul (2 : ℝ)).fun_mul
    ((hasDerivAt_id' s).add_const 1)).add_const 1).fun_neg
  exact (hp.fun_mul he).congr_deriv (by ring)
```

At s = 0 the antiderivative equals −1. The electronic charge within r, counted as positive, is therefore

Q(r) = ∫₀^r 4s² e^(−2s) ds = 1 − (2r² + 2r + 1) e^(−2r).

```lean
/-- The electronic charge within radius `r`, counted as positive, is `1 - (2r(r+1) + 1) e^(-2r)`. -/
theorem enclosed_charge (r : ℝ) :
    ∫ s in (0 : ℝ)..r, 4 * s ^ 2 * Real.exp (-2 * s)
      = 1 - (2 * r * (r + 1) + 1) * Real.exp (-2 * r) := by
  have h := intervalIntegral.integral_eq_sub_of_hasDerivAt (a := 0) (b := r)
    (fun s _ => hasDerivAt_charge s)
    (Continuous.intervalIntegrable (by fun_prop) _ _)
  refine h.trans ?_
  have e0 : Real.exp (-2 * (0 : ℝ)) = 1 := by simp
  rw [e0]
  ring
```

Letting the upper limit go to infinity removes the exponential term and leaves

∫₀^∞ 4s² e^(−2s) ds = 0 − (−1) = 1.

The cloud carries exactly one electron, so the atom is neutral.

```lean
/-- The radial density `4 s² e^(-2s)` of the 1s cloud integrates to one electron over all radii. -/
theorem total_charge : ∫ s in Set.Ioi (0 : ℝ), 4 * s ^ 2 * Real.exp (-2 * s) = 1 := by
  have h := integral_Ioi_of_hasDerivAt_of_nonneg' (a := 0)
    (fun s _ => hasDerivAt_charge s) (fun s _ => by positivity)
    ((tendsto_quadratic_mul_exp (-2) (-2) (-1)).congr fun s => by ring)
  refine h.trans ?_
  have e0 : Real.exp (-2 * (0 : ℝ)) = 1 := by simp
  rw [e0]
  ring
```

For the outer cloud, the corresponding antiderivative satisfies

d/ds [−(2s + 1) e^(−2s)] = [−2 + 2(2s + 1)] e^(−2s) = 4s e^(−2s),

and hence, for r ≥ 0,

∫_r^∞ 4s e^(−2s) ds = (2r + 1) e^(−2r).

Here `hd` is the derivative. The integrand is nonnegative on the half line, which together with the limit at infinity allows the integral to be evaluated from its endpoints.

```lean
/-- The part of the 1s cloud outside radius `r ≥ 0` contributes `(2r + 1) e^(-2r)` to the
potential at `r`. -/
theorem outer_potential {r : ℝ} (hr : 0 ≤ r) :
    ∫ s in Set.Ioi r, 4 * s * Real.exp (-2 * s) = (2 * r + 1) * Real.exp (-2 * r) := by
  have hd (s : ℝ) : HasDerivAt (fun s : ℝ => -(2 * s + 1) * Real.exp (-2 * s))
      (4 * s * Real.exp (-2 * s)) s := by
    have he := ((hasDerivAt_id' s).const_mul (-2 : ℝ)).exp
    have hp := (((hasDerivAt_id' s).const_mul (2 : ℝ)).add_const 1).fun_neg
    exact (hp.fun_mul he).congr_deriv (by ring)
  have h := integral_Ioi_of_hasDerivAt_of_nonneg' (a := r) (fun s _ => hd s)
    (fun s hs => by
      have h0 : 0 < s := lt_of_le_of_lt hr hs
      positivity)
    ((tendsto_quadratic_mul_exp 0 (-2) (-1)).congr fun s => by ring)
  refine h.trans ?_
  ring
```

## Cancellation of the Coulomb tail

Inserting both integrals gives

V(r) = −1/r + 1/r − (2r + 2 + 1/r) e^(−2r) + (2r + 1) e^(−2r)
= −(1 + 1/r) e^(−2r).

The nuclear −1/r cancels against the total charge of the cloud. In Lean the two integrals are substituted by `rw`; `field_simp` then clears the denominators, using r > 0, and `ring` finishes.

```lean
/-- At every radius `r > 0` the potential of the neutral hydrogen atom is
`-(1 + 1/r) e^(-2r)`. -/
theorem atomPotential_eq {r : ℝ} (hr : 0 < r) :
    atomPotential r = -(1 + 1 / r) * Real.exp (-2 * r) := by
  unfold atomPotential
  rw [enclosed_charge, outer_potential hr.le]
  field_simp
  ring
```

## Exponential decay over the lattice

Dropping two of the three squares under the root shows that

a|x| ≤ R, a|y| ≤ R, a|z| ≤ R.

If n ≠ 0, at least one coordinate is a nonzero integer, with absolute value at least 1, so R ≥ a. The case distinctions in the proof look for that coordinate.

```lean
/-- For lattice constant `a > 0`, each coordinate of a lattice point is at most its radius in
absolute value, and every nonzero lattice point has radius at least `a`. -/
theorem latticeRadius_bounds {a : ℝ} (ha : 0 < a) (n : ℤ × ℤ × ℤ) :
    (a * |(n.1 : ℝ)| ≤ latticeRadius a n ∧ a * |(n.2.1 : ℝ)| ≤ latticeRadius a n ∧
      a * |(n.2.2 : ℝ)| ≤ latticeRadius a n) ∧ (n ≠ 0 → a ≤ latticeRadius a n) := by
  have hc (x : ℝ) (hx : (a * x) ^ 2 ≤ (a * (n.1 : ℝ)) ^ 2 + (a * (n.2.1 : ℝ)) ^ 2
      + (a * (n.2.2 : ℝ)) ^ 2) : a * |x| ≤ latticeRadius a n := by
    have h := Real.abs_le_sqrt hx
    rwa [abs_mul, abs_of_pos ha] at h
  have h1 := hc n.1 (by nlinarith [sq_nonneg (a * (n.2.1 : ℝ)), sq_nonneg (a * (n.2.2 : ℝ))])
  have h2 := hc n.2.1 (by nlinarith [sq_nonneg (a * (n.1 : ℝ)), sq_nonneg (a * (n.2.2 : ℝ))])
  have h3 := hc n.2.2 (by nlinarith [sq_nonneg (a * (n.1 : ℝ)), sq_nonneg (a * (n.2.1 : ℝ))])
  refine ⟨⟨h1, h2, h3⟩, fun hn => ?_⟩
  -- a nonzero integer coordinate has absolute value at least one
  have big (k : ℤ) (hk : k ≠ 0) (hle : a * |(k : ℝ)| ≤ latticeRadius a n) :
      a ≤ latticeRadius a n := by
    have h : (1 : ℝ) ≤ |(k : ℝ)| := by exact_mod_cast Int.one_le_abs hk
    nlinarith
  by_cases k1 : n.1 = 0
  · by_cases k2 : n.2.1 = 0
    · exact big n.2.2 (fun k3 => hn (Prod.ext k1 (Prod.ext k2 k3))) h3
    · exact big n.2.1 k2 h2
  · exact big n.1 k1 h1
```

Averaging the three inequalities gives R ≥ a(|x| + |y| + |z|)/3, and therefore

e^(−2R) ≤ q^|x| · q^|y| · q^|z|, with q = e^(−2a/3) < 1.

Each factor has a convergent sum over the integers, since each half of ℤ gives a geometric series. The product is then summable over all triples, and so is the smaller e^(−2R). In the code, `hg` is the geometric series over the natural numbers, `hf` its extension to ℤ and `hprod` the threefold product.

```lean
/-- For `a > 0` the sum of `e^(-2R)` over the radii `R` of all lattice points converges. -/
theorem summable_exp_latticeRadius {a : ℝ} (ha : 0 < a) :
    Summable fun n : ℤ × ℤ × ℤ => Real.exp (-2 * latticeRadius a n) := by
  have hg : Summable fun n : ℕ => Real.exp (-(2 * a / 3) * (n : ℝ)) := by
    have e : (fun n : ℕ => Real.exp (-(2 * a / 3) * (n : ℝ)))
        = fun n : ℕ => Real.exp (-(2 * a / 3)) ^ n := by
      funext n
      rw [← Real.exp_nat_mul]
      congr 1
      ring
    rw [e]
    exact summable_geometric_of_lt_one (Real.exp_nonneg _)
      (Real.exp_lt_one_iff.2 (by linarith))
  have hf : Summable fun k : ℤ => Real.exp (-(2 * a / 3) * |(k : ℝ)|) := by
    refine Summable.of_nat_of_neg ?_ ?_ <;>
      simpa only [Int.cast_neg, Int.cast_natCast, abs_neg, Nat.abs_cast] using hg
  -- compare with a product of three geometric sequences
  have hprod := hf.mul_of_nonneg
    (hf.mul_of_nonneg hf (fun _ => Real.exp_nonneg _) (fun _ => Real.exp_nonneg _))
    (fun _ => Real.exp_nonneg _)
    (fun _ => mul_nonneg (Real.exp_nonneg _) (Real.exp_nonneg _))
  refine Summable.of_nonneg_of_le (fun _ => Real.exp_nonneg _) (fun n => ?_) hprod
  obtain ⟨⟨h1, h2, h3⟩, -⟩ := latticeRadius_bounds ha n
  rw [← Real.exp_add, ← Real.exp_add]
  exact Real.exp_le_exp.2 (by linarith)
```

## Screened and bare sums

For a nonzero lattice point, R ≥ a gives 1 + 1/R ≤ 1 + 1/a, so

|V(R)| = (1 + 1/R) e^(−2R) ≤ (1 + 1/a) e^(−2R).

The right-hand side is summable by the previous step, which proves absolute convergence.

For the bare Coulomb potential, the points (k + 1, 0, 0) with k = 0, 1, 2, … are enough. They have R = a(k + 1), and

Σ a/R = Σ 1/(k + 1) = 1 + 1/2 + 1/3 + …

diverges. If the sum of 1/R over all nonzero points converged, the sum over this half axis would converge too.

The theorem below states both halves. Its index type `{n : ℤ × ℤ × ℤ // n ≠ 0}` consists of the nonzero triples, and `Summable` means convergence independent of the order of summation.

```lean
/-- For `a > 0`, the neutral-atom potential summed over the nonzero points of the cubic lattice
converges absolutely, while the sum of the bare Coulomb potential `1/r` diverges. -/
theorem lattice_sums {a : ℝ} (ha : 0 < a) :
    (Summable fun n : {n : ℤ × ℤ × ℤ // n ≠ 0} => |atomPotential (latticeRadius a n.1)|) ∧
      ¬ Summable fun n : {n : ℤ × ℤ × ℤ // n ≠ 0} => 1 / latticeRadius a n.1 := by
  constructor
  · have hs := ((summable_exp_latticeRadius ha).comp_injective
      (Subtype.val_injective (p := fun n : ℤ × ℤ × ℤ => n ≠ 0))).mul_left (1 + 1 / a)
    refine Summable.of_nonneg_of_le (fun _ => abs_nonneg _) (fun n => ?_) hs
    have hle := (latticeRadius_bounds ha n.1).2 n.2
    have hR : 0 < latticeRadius a n.1 := ha.trans_le hle
    rw [atomPotential_eq hR, neg_mul, abs_neg, abs_of_nonneg (by positivity)]
    have hinv := one_div_le_one_div_of_le ha hle
    exact mul_le_mul_of_nonneg_right (by linarith) (Real.exp_nonneg _)
  · intro h
    -- the points on one half axis already produce the harmonic series
    let i : ℕ → {n : ℤ × ℤ × ℤ // n ≠ 0} := fun k => ⟨((k : ℤ) + 1, 0, 0), fun h0 => by
      have h1 : (k : ℤ) + 1 = 0 := congrArg Prod.fst h0
      omega⟩
    have hi : Function.Injective i := fun k l hkl => by
      have h1 : (k : ℤ) + 1 = (l : ℤ) + 1 :=
        congrArg (fun n : {n : ℤ × ℤ × ℤ // n ≠ 0} => n.1.1) hkl
      omega
    have hs : Summable fun k : ℕ => a * (1 / latticeRadius a (i k).1) :=
      (h.comp_injective hi).mul_left a
    have e : (fun k : ℕ => a * (1 / latticeRadius a (i k).1))
        = fun k : ℕ => 1 / ((k + 1 : ℕ) : ℝ) := by
      funext k
      have hsq : (a * (((k : ℤ) + 1 : ℤ) : ℝ)) ^ 2 + (a * ((0 : ℤ) : ℝ)) ^ 2
          + (a * ((0 : ℤ) : ℝ)) ^ 2 = (a * ((k : ℝ) + 1)) ^ 2 := by
        push_cast
        ring
      have hr : latticeRadius a (i k).1 = a * ((k : ℝ) + 1) :=
        (congrArg Real.sqrt hsq).trans (Real.sqrt_sq (by positivity))
      rw [hr]
      push_cast
      field_simp
    rw [e] at hs
    exact Real.not_summable_one_div_natCast ((summable_nat_add_iff 1).1 hs)

end

end NeutralHydrogenLattice
```

In the second half, `i` lists the points of the half axis and `hi` shows that none is repeated; `e` identifies the rescaled terms with the harmonic series.

The divergence concerns equal charges of one sign, without a compensating background. The theorem does not evaluate the convergent sum, and it treats neither exchange and correlation nor the change of the atomic densities in a crystal.

```lean
#print axioms NeutralHydrogenLattice.total_charge
-- 'NeutralHydrogenLattice.total_charge' depends on axioms: [propext, Classical.choice, Quot.sound]
#print axioms NeutralHydrogenLattice.lattice_sums
-- 'NeutralHydrogenLattice.lattice_sums' depends on axioms: [propext, Classical.choice, Quot.sound]
```
